# Energy derivatives of v·(H − e)⁻¹v as overlaps of response vectors, for real symmetric H

Let H be a real symmetric matrix, v a real vector and e an energy that is not an eigenvalue of H. Put R(e) = v·(H − e)⁻¹v, and define x₀ and x₁ by (H − e)x₀ = v and (H − e)x₁ = x₀. Then

R′(e) = x₀·x₀,  R″(e) = 2 x₀·x₁,  R‴(e) = 6 x₁·x₁.

Consequently, two such models with the same value R(e) agree through third order in the energy exactly when the overlaps x₀·x₀, x₀·x₁ and x₁·x₁ agree. The same holds for longer chains of vectors and higher orders.

The physical picture is a pseudo-atom seen from outside its core sphere. In a finite orthonormal basis for the interior, H is the radial Hamiltonian with a zero-slope boundary condition and v holds the boundary values of the radial basis functions. Up to a constant factor, R(e) then approximates the ratio of value to slope of the radial wavefunction at the boundary, and x₀ approximates the interior wavefunction scaled to a fixed boundary slope. Both approximations become exact when the basis consists of the lowest eigenfunctions of this zero-slope problem and their number tends to infinity. Completeness alone is not enough: basis functions that all vanish at the boundary would give v = 0. The formula for R′ is norm conservation in this finite model: for wavefunctions scaled to the same boundary slope, equal interior norms mean equal first energy derivatives of R.

In ultrasoft pseudopotential theory, generalized norm conservation usually concerns overlaps of wavefunctions taken at several reference energies. The overlaps here belong to one energy, and the further vectors are energy derivatives of x₀ up to factorials: x₁ = dx₀/de, x₂ = ½ d²x₀/de², and so on.

## Two models and their response vectors

The index types `n` and `m` label the basis states of the two models, which may differ in size. Primes on `H'`, `v'` and `x'` mark the second model, not derivatives.

```lean
import Mathlib

open Matrix Filter Topology

namespace GeneralizedNormConservation

noncomputable section

variable {n m : Type*} [Fintype n] [DecidableEq n] [Fintype m] [DecidableEq m]
  {H : Matrix n n ℝ} {v : n → ℝ} {x : ℕ → n → ℝ} {e : ℝ}
  {H' : Matrix m m ℝ} {v' : m → ℝ} {x' : ℕ → m → ℝ}
```

Energies enter through the matrix H − e, with e multiplying the identity. The basis is therefore orthonormal, with no separate overlap matrix S.

```lean
/-- The shifted Hamiltonian `H - e`. -/
abbrev shifted (H : Matrix n n ℝ) (e : ℝ) : Matrix n n ℝ := H - e • (1 : Matrix n n ℝ)
```

An energy is regular when det(H − e) ≠ 0, which says that e is not an eigenvalue.

```lean
/-- The energy `e` is regular for `H`: the secular determinant does not vanish. -/
def IsRegular (H : Matrix n n ℝ) (e : ℝ) : Prop := (shifted H e).det ≠ 0
```

The resolvent is G(e) = (H − e)⁻¹. With this sign convention R′ is a squared norm and not its negative.

```lean
/-- The resolvent `G(e) = (H - e)⁻¹`, meaningful at regular energies. -/
def green (H : Matrix n n ℝ) (e : ℝ) : Matrix n n ℝ := (shifted H e)⁻¹
```

The scattering function is the diagonal element of the resolvent in the vector v,

R(e) = v·G(e)v.

```lean
/-- The scattering function `R(e) = v · (H - e)⁻¹ v`, meaningful at regular energies. -/
def response (H : Matrix n n ℝ) (v : n → ℝ) (e : ℝ) : ℝ := v ⬝ᵥ (green H e *ᵥ v)
```

The response vectors are specified by the linear equations they solve:

(H − e)x₀ = v,  (H − e)xₖ₊₁ = xₖ.

In Lean the chain is a function `x : ℕ → n → ℝ`, so `x k` is the vector xₖ. The vectors are not normalised; their lengths carry the information.

```lean
/-- The response vectors solve `(H - e) x 0 = v` and `(H - e) x (k+1) = x k`. -/
def IsResponseChain (H : Matrix n n ℝ) (v : n → ℝ) (e : ℝ) (x : ℕ → n → ℝ) : Prop :=
  shifted H e *ᵥ x 0 = v ∧ ∀ k, shifted H e *ᵥ x (k + 1) = x k
```

## The resolvent has derivative G²

The determinant det(H − t) is a continuous function of t. If it is non-zero at e, it is non-zero for all t near e.

```lean
/-- All energies close enough to a regular energy are regular. -/
theorem eventually_regular (he : IsRegular H e) : ∀ᶠ t in 𝓝 e, IsRegular H t := by
  have hA : Continuous fun t : ℝ => shifted H t :=
    continuous_const.sub (continuous_id.smul continuous_const)
  exact hA.matrix_det.continuousAt.eventually_ne he
```

For two regular energies t and e, insert (H − e)G(e) = 1 and G(t)(H − t) = 1:

G(t) − G(e) = G(t)[(H − e) − (H − t)]G(e) = (t − e) G(t)G(e).

```lean
/-- The resolvent identity `G(t) - G(e) = (t - e) G(t) G(e)` at two regular energies. -/
theorem green_sub_green {t : ℝ} (ht : IsRegular H t) (he : IsRegular H e) :
    green H t - green H e = (t - e) • (green H t * green H e) := by
  have h1 : green H t * shifted H t = 1 :=
    Matrix.nonsing_inv_mul _ (isUnit_iff_ne_zero.2 ht)
  have h2 : shifted H e * green H e = 1 :=
    Matrix.mul_nonsing_inv _ (isUnit_iff_ne_zero.2 he)
  calc green H t - green H e
      = green H t * (shifted H e * green H e) - (green H t * shifted H t) * green H e := by
        rw [h2, h1, mul_one, one_mul]
    _ = (t - e) • (green H t * green H e) := by
        simp only [shifted, Matrix.mul_sub, Matrix.sub_mul, Matrix.mul_smul,
          Matrix.smul_mul, mul_one, one_mul, Matrix.mul_assoc]
        module
```

The `calc` block makes the same two insertions, and `module` collects the scalar factors.

Dividing by t − e gives the difference quotient

[G(t) − G(e)]/(t − e) = G(t)G(e).

By Cramer's rule G(t) is the adjugate of H − t divided by det(H − t), so its entries are continuous at e. As t → e the right-hand side tends to G(e)², hence G′ = G².

```lean
/-- At a regular energy the resolvent has, entry by entry, the energy derivative `G(e)²`. -/
theorem hasDerivAt_green (he : IsRegular H e) (i j : n) :
    HasDerivAt (fun t => green H t i j) ((green H e * green H e) i j) e := by
  have hA : Continuous fun t : ℝ => shifted H t :=
    continuous_const.sub (continuous_id.smul continuous_const)
  -- Cramer's rule shows that the entries are continuous
  have hc : ∀ a b, ContinuousAt (fun t => green H t a b) e := by
    intro a b
    simp only [green, Matrix.inv_def, Ring.inverse_eq_inv', Matrix.smul_apply, smul_eq_mul]
    exact (hA.matrix_det.continuousAt.inv₀ he).mul
      (hA.matrix_adjugate.matrix_elem a b).continuousAt
  have hf : ContinuousAt (fun t => (green H t * green H e) i j) e := by
    simp only [Matrix.mul_apply]
    exact tendsto_finsetSum _ fun l _ => (hc i l).mul continuousAt_const
  -- the difference quotient is an entry of `G(t) G(e)`
  rw [hasDerivAt_iff_tendsto_slope]
  refine (hf.tendsto.mono_left nhdsWithin_le_nhds).congr' ?_
  filter_upwards [self_mem_nhdsWithin, nhdsWithin_le_nhds (eventually_regular he)]
    with t hte ht
  have h := congrFun (congrFun (green_sub_green ht he) i) j
  simp only [Matrix.sub_apply, Matrix.smul_apply, smul_eq_mul] at h
  rw [slope_def_field, eq_div_iff (sub_ne_zero.2 hte), h, mul_comm]
```

Here `hc` is the continuity from Cramer's rule and `hf` that of the product G(t)G(e). The final lines identify this product with the difference quotient for t ≠ e near e, where the previous two results apply.

## All derivatives of R

The powers of G follow by induction. For k = 0 the power is constant. If (Gᵏ)′ = k Gᵏ⁺¹, the product rule gives

(Gᵏ⁺¹)′ = (Gᵏ)′G + GᵏG′ = k Gᵏ⁺² + Gᵏ⁺² = (k + 1) Gᵏ⁺².

Since v does not depend on energy,

d/de (v·Gᵏv) = k v·Gᵏ⁺¹v.

```lean
/-- At a regular energy `v · G(e)ᵏ v` has the energy derivative `k v · G(e)ᵏ⁺¹ v`. -/
theorem hasDerivAt_moment (he : IsRegular H e) (k : ℕ) :
    HasDerivAt (fun t => v ⬝ᵥ ((green H t ^ k) *ᵥ v))
      (k * (v ⬝ᵥ ((green H e ^ (k + 1)) *ᵥ v))) e := by
  -- product rule for the entries of the powers
  have hp : ∀ i j, HasDerivAt (fun t => (green H t ^ k) i j)
      (k * (green H e ^ (k + 1)) i j) e := by
    induction k with
    | zero => intro i j; simpa using hasDerivAt_const e ((1 : Matrix n n ℝ) i j)
    | succ k ih =>
      intro i j
      have h := HasDerivAt.fun_sum fun (l : n) (_ : l ∈ (Finset.univ : Finset n)) =>
        (ih i l).fun_mul (hasDerivAt_green he l j)
      have hfun : (fun t => (green H t ^ (k + 1)) i j) =
          fun t => ∑ l, (green H t ^ k) i l * green H t l j := by
        funext t
        rw [pow_succ, Matrix.mul_apply]
      have e1 : ∑ l, (k : ℝ) * (green H e ^ (k + 1)) i l * green H e l j
          = k * (green H e ^ (k + 1 + 1)) i j := by
        rw [pow_succ (green H e) (k + 1), Matrix.mul_apply, Finset.mul_sum]
        exact Finset.sum_congr rfl fun l _ => mul_assoc _ _ _
      have e2 : (green H e ^ (k + 1 + 1)) i j
          = ∑ l, (green H e ^ k) i l * (green H e * green H e) l j := by
        rw [pow_succ, pow_succ, mul_assoc, Matrix.mul_apply]
      rw [hfun]
      refine h.congr_deriv ?_
      rw [Finset.sum_add_distrib, e1, ← e2]
      push_cast
      ring
  have h := HasDerivAt.fun_sum fun (i : n) (_ : i ∈ (Finset.univ : Finset n)) =>
    (HasDerivAt.fun_sum fun (j : n) (_ : j ∈ (Finset.univ : Finset n)) =>
      (hp i j).mul_const (v j)).const_mul (v i)
  simp only [Matrix.mulVec, dotProduct]
  refine h.congr_deriv ?_
  simp only [Finset.mul_sum]
  exact Finset.sum_congr rfl fun i _ => Finset.sum_congr rfl fun j _ => by ring
```

The induction `hp` runs over matrix entries; `e1` and `e2` are the two terms of the product rule. The sums over i and j then restore the vectors v.

Start from R = v·Gv and differentiate repeatedly. If R⁽ᵏ⁾ = k! v·Gᵏ⁺¹v, one more derivative brings down the factor k + 1:

R⁽ᵏ⁺¹⁾ = k!(k + 1) v·Gᵏ⁺²v = (k + 1)! v·Gᵏ⁺²v.

To differentiate the formula for R⁽ᵏ⁾ at e, one must know it in a neighbourhood of e and not only at that point. The regularity of nearby energies supplies this, as `hev` in the code.

```lean
/-- At a regular energy the `k`-th energy derivative of `R` is `k! v · G(e)ᵏ⁺¹ v`. -/
theorem iteratedDeriv_response (k : ℕ) (he : IsRegular H e) :
    iteratedDeriv k (response H v) e
      = k.factorial * (v ⬝ᵥ ((green H e ^ (k + 1)) *ᵥ v)) := by
  induction k generalizing e with
  | zero => simp [response]
  | succ k ih =>
    have hev : iteratedDeriv k (response H v) =ᶠ[𝓝 e]
        fun t => (k.factorial : ℝ) * (v ⬝ᵥ ((green H t ^ (k + 1)) *ᵥ v)) :=
      (eventually_regular he).mono fun t ht => ih ht
    rw [iteratedDeriv_succ, hev.deriv_eq,
      ((hasDerivAt_moment (v := v) he (k + 1)).const_mul _).deriv, Nat.factorial_succ]
    push_cast
    ring
```

No symmetry of H has been used so far.

## Overlaps from the symmetry of H

Multiplying the response equations by G(e) gives x₀ = Gv and xₖ₊₁ = Gxₖ, so

xₖ = Gᵏ⁺¹v.

Conversely, these vectors satisfy the equations, because (H − e)G = 1. At a regular energy the chain therefore exists and is unique.

```lean
/-- At a regular energy the response equations have exactly one solution,
`x k = G(e)ᵏ⁺¹ v`. -/
theorem isResponseChain_iff (he : IsRegular H e) :
    IsResponseChain H v e x ↔ ∀ k, x k = (green H e ^ (k + 1)) *ᵥ v := by
  have hL : green H e * shifted H e = 1 :=
    Matrix.nonsing_inv_mul _ (isUnit_iff_ne_zero.2 he)
  have hR : shifted H e * green H e = 1 :=
    Matrix.mul_nonsing_inv _ (isUnit_iff_ne_zero.2 he)
  have inv : ∀ a b, shifted H e *ᵥ a = b → a = green H e *ᵥ b := by
    rintro a _ rfl
    rw [Matrix.mulVec_mulVec, hL, Matrix.one_mulVec]
  refine ⟨fun h k => ?_, fun h => ⟨?_, fun k => ?_⟩⟩
  · induction k with
    | zero => simpa using inv _ _ h.1
    | succ k ih => rw [inv _ _ (h.2 k), ih, Matrix.mulVec_mulVec, ← pow_succ']
  · rw [h 0, zero_add, pow_one, Matrix.mulVec_mulVec, hR, Matrix.one_mulVec]
  · rw [h (k + 1), h k, pow_succ' (green H e) (k + 1), Matrix.mulVec_mulVec,
      ← mul_assoc, hR, one_mul]
```

If H is symmetric, so is G, and its powers can be moved across the dot product:

xᵢ·xⱼ = (Gⁱ⁺¹v)·(Gʲ⁺¹v) = v·Gⁱ⁺¹Gʲ⁺¹v = v·Gⁱ⁺ʲ⁺²v.

The derivative formula at order i + j + 1 contains the same power of G, so

R⁽ⁱ⁺ʲ⁺¹⁾(e) = (i + j + 1)! xᵢ·xⱼ.

The pairs (i, j) = (0, 0), (0, 1) and (1, 1) give the three formulas at the start.

```lean
/-- For symmetric `H` and regular `e`, the energy derivative of order `i + j + 1` of `R` is
`(i + j + 1)!` times the overlap of the response vectors `x i` and `x j`. -/
theorem iteratedDeriv_eq_overlap (hH : H.IsSymm) (he : IsRegular H e)
    (hx : IsResponseChain H v e x) (i j : ℕ) :
    iteratedDeriv (i + j + 1) (response H v) e
      = (i + j + 1).factorial * (x i ⬝ᵥ x j) := by
  have hG : (green H e)ᵀ = green H e := by
    rw [green, shifted, Matrix.transpose_nonsing_inv, Matrix.transpose_sub,
      Matrix.transpose_smul, Matrix.transpose_one, hH.eq]
  -- symmetry moves all resolvents onto one side of the overlap
  have hov : x i ⬝ᵥ x j = v ⬝ᵥ ((green H e ^ (i + j + 1 + 1)) *ᵥ v) := by
    have hij : i + j + 1 + 1 = i + 1 + (j + 1) := by omega
    rw [(isResponseChain_iff he).1 hx i, (isResponseChain_iff he).1 hx j, hij,
      ← Matrix.vecMul_transpose (green H e ^ (i + 1)) v, ← Matrix.dotProduct_mulVec,
      Matrix.transpose_pow, hG, Matrix.mulVec_mulVec, ← pow_add]
  rw [iteratedDeriv_response _ he, hov]
```

In the code `hG` is the symmetry of G and `hov` is the chain of equalities for the overlap. An overlap depends only on i + j, so x₀·x₂ = x₁·x₁, for example.

## Matching derivatives and matching Gram matrices

Take two symmetric models with R(e) equal at a common regular energy, and consider the first N response vectors of each.

Suppose first that all derivatives of order below 2N agree. For i, j < N the order i + j + 1 is at most 2N − 1. Cancelling the non-zero factorial from the derivative formula gives xᵢ·xⱼ = x′ᵢ·x′ⱼ.

Suppose instead that the Gram matrices agree. Order zero is the assumed equality of R(e). An order k with 1 ≤ k ≤ 2N − 1 is written as k = i + j + 1 by taking

i = ⌊(k − 1)/2⌋,  j = k − 1 − i.

Both indices are below N, so the overlap formula gives equal derivatives of order k.

```lean
/-- Generalized norm conservation: let two symmetric models have equal `R(e)` at a common
regular energy. Their energy derivatives of all orders below `2N` agree exactly when the
Gram matrices of their first `N` response vectors agree. -/
theorem derivatives_match_iff_gram (hH : H.IsSymm) (hH' : H'.IsSymm)
    (he : IsRegular H e) (he' : IsRegular H' e) (hx : IsResponseChain H v e x)
    (hx' : IsResponseChain H' v' e x') (hR : response H v e = response H' v' e) (N : ℕ) :
    (∀ k < 2 * N, iteratedDeriv k (response H v) e = iteratedDeriv k (response H' v') e) ↔
      ∀ i < N, ∀ j < N, x i ⬝ᵥ x j = x' i ⬝ᵥ x' j := by
  have key := iteratedDeriv_eq_overlap hH he hx
  have key' := iteratedDeriv_eq_overlap hH' he' hx'
  constructor
  · intro h i hi j hj
    have hk := h (i + j + 1) (by omega)
    rw [key, key'] at hk
    exact mul_left_cancel₀ (Nat.cast_ne_zero.2 (Nat.factorial_ne_zero _)) hk
  · intro h k hk
    cases k with
    | zero => simpa using hR
    | succ l =>
      -- split the order into two indices below `N`
      obtain ⟨i, j, hi, hj, rfl⟩ : ∃ i j, i < N ∧ j < N ∧ l = i + j :=
        ⟨l / 2, l - l / 2, by omega, by omega, by omega⟩
      rw [key, key', h i hi j hj]
```

The Lean proof treats the two directions in this order. The hypothesis `hR` enters only at order zero: overlaps fix derivatives of R, while its value has to be matched separately.

The symmetry assumption matters even for N = 1. At e = 0 take

H = [[1, 1], [0, 1]],  v = (0, 1),

and compare with the one-level model H′ = 1, v′ = 1. Both have R(t) = 1/(1 − t) near t = 0, so all their derivatives agree. Yet x₀ = (−1, 1) has squared norm 2, while x′₀ = 1 has squared norm 1. For a non-symmetric H, matching derivatives need not imply matching norms.

## Third order

For N = 2 the orders below 2N are 0, 1, 2 and 3. The Gram matrix has four entries, but x₁·x₀ = x₀·x₁, so three equalities suffice:

x₀·x₀ = x′₀·x′₀,  x₀·x₁ = x′₀·x′₁,  x₁·x₁ = x′₁·x′₁.

```lean
/-- Two symmetric models with equal `R(e)` at a common regular energy match through third
order in the energy exactly when the three overlaps of `x 0` and `x 1` agree. -/
theorem third_order_match_iff (hH : H.IsSymm) (hH' : H'.IsSymm)
    (he : IsRegular H e) (he' : IsRegular H' e) (hx : IsResponseChain H v e x)
    (hx' : IsResponseChain H' v' e x') (hR : response H v e = response H' v' e) :
    (∀ k ≤ 3, iteratedDeriv k (response H v) e = iteratedDeriv k (response H' v') e) ↔
      x 0 ⬝ᵥ x 0 = x' 0 ⬝ᵥ x' 0 ∧ x 0 ⬝ᵥ x 1 = x' 0 ⬝ᵥ x' 1 ∧
        x 1 ⬝ᵥ x 1 = x' 1 ⬝ᵥ x' 1 := by
  have h := derivatives_match_iff_gram hH hH' he he' hx hx' hR 2
  constructor
  · intro hk
    have g := h.1 fun k hk' => hk k (by omega)
    exact ⟨g 0 (by omega) 0 (by omega), g 0 (by omega) 1 (by omega),
      g 1 (by omega) 1 (by omega)⟩
  · rintro ⟨a, b, c⟩ k hk
    refine h.2 ?_ k (by omega)
    intro i hi j hj
    interval_cases i <;> interval_cases j
    · exact a
    · exact b
    · rw [dotProduct_comm (x 1) (x 0), dotProduct_comm (x' 1) (x' 0)]
      exact b
    · exact c

end

end GeneralizedNormConservation
```

The proof specialises the general equivalence to N = 2. In the reverse direction `interval_cases` lists the four index pairs, and commutativity of the dot product settles the repeated one.

For an atom and its pseudo-atom, each modelled by a finite real symmetric matrix in an orthonormal basis, matching R(e) and the interior norm at a common boundary slope secures agreement of R through first order, and matching the two further overlaps extends it to third order. The statement concerns derivatives at a single energy and gives no error bound over an energy window. It also leaves aside the augmentation charges and the generalized eigenvalue problem with which ultrasoft schemes compensate for overlaps that do not match.

```lean
#print axioms GeneralizedNormConservation.iteratedDeriv_eq_overlap
-- 'GeneralizedNormConservation.iteratedDeriv_eq_overlap' depends on axioms: [propext, Classical.choice, Quot.sound]
#print axioms GeneralizedNormConservation.third_order_match_iff
-- 'GeneralizedNormConservation.third_order_match_iff' depends on axioms: [propext, Classical.choice, Quot.sound]
```
